# Pauli blocking factors drop out of the Landauer current for every unitary 2×2 scattering matrix, but not for every 3×3 one

Leads are labelled by $a, b$ from a finite set, with one channel per lead. The scattering matrix $S$ has entries $S_{ab}$, the amplitude for a particle entering from lead $b$ to leave through lead $a$. The first index is therefore the destination, and

$$T_{ab} = |S_{ab}|^2$$

is the probability of transmission from $b$ to $a$, or of reflection when $a=b$. The reservoir behind lead $a$ fills incoming states at the chosen energy with occupation $f_a$. Currents are counted as positive when they leave the reservoir. They are given at one energy, without the prefactor $e/h$, the spin factor or the energy integral.

Two expressions for the current are compared. The first has no blocking factors:

$$I_a = \sum_b \bigl(T_{ba} f_a - T_{ab} f_b\bigr).$$

The second weights each process by the vacancy of the reservoir at which it ends:

$$J_a = \sum_b \bigl(T_{ba} f_a(1-f_b) - T_{ab} f_b(1-f_a)\bigr).$$

## The excess current and when it vanishes

For every square complex matrix $S$ and all real occupations,

$$J_a - I_a = f_a \sum_b (T_{ab} - T_{ba}) f_b .$$

Three results follow from this identity.

- The two currents agree at every lead, for all occupations between 0 and 1, exactly when $T_{ab} = T_{ba}$ for all $a, b$.
- For a unitary $2\times 2$ matrix they agree at both leads for all real occupations.
- For the cyclic matrix that sends lead 0 to 1, 1 to 2 and 2 to 0, they differ at every lead whenever the three occupations are distinct and positive.

## Two-terminal tests cannot see the blocking factors

For coherent, elastic, non-interacting transport, the current to be coded is $I_a$. The exclusion principle needs no extra factor there, because $f_b$ describes the states coming in from reservoir $b$, whereas a transmitted particle occupies an outgoing state of lead $b$. Unitarity keeps the occupation of that outgoing state, $\sum_c T_{bc} f_c$, between 0 and 1.

A routine that computes $J_a$ by mistake gives the right answer for every single-channel two-lead device, with or without a magnetic field. The error can appear when the same routine is used for three or more leads with non-reciprocal transmission, as in a chiral edge channel; whether it does depends on the occupations.

Two common consistency checks do not reveal it either. With equal occupations in all reservoirs and a unitary $S$, the current $J_a$ vanishes, as it should. The sum $\sum_a J_a$ is also zero, since exchanging the two summation labels reverses its sign.

The cyclic matrix makes a sharper test. With $f_0 = 0.8$, $f_1 = 0.5$ and $f_2 = 0.2$, the currents are

| lead | $I_a$ | $J_a$ | $J_a - I_a$ |
|---|---|---|---|
| 0 | 0.60 | 0.36 | −0.24 |
| 1 | −0.30 | 0.00 | 0.30 |
| 2 | −0.30 | −0.36 | −0.06 |

Both current columns add up to zero, yet they disagree in every row.

## Subtraction, sum rules and the cyclic matrix

**The excess.** Expanding one term of $J_a$ gives

$$T_{ba} f_a - T_{ba} f_a f_b - T_{ab} f_b + T_{ab} f_a f_b .$$

Subtracting the corresponding term of $I_a$ leaves $(T_{ab} - T_{ba}) f_a f_b$. Summing over $b$ and taking out $f_a$ gives the excess.

**Symmetric transmissions.** If $T_{ab} = T_{ba}$ for all leads, every term of the excess is zero. For the converse, suppose that the currents agree for all occupations between 0 and 1. Choose leads $a$ and $b$, set their occupations to 1 and leave all other leads empty. The excess at $a$ is then

$$0 = \sum_c (T_{ac} - T_{ca}) f_c = T_{ab} - T_{ba},$$

because the term $c=a$ vanishes identically and all leads other than $a$ and $b$ are empty. If $a=b$, the conclusion is trivial.

**Sum rules.** The diagonal entries of $SS^\dagger = 1$ and $S^\dagger S = 1$ are

$$\sum_b S_{ab} S_{ab}^* = \sum_b T_{ab} = 1, \qquad \sum_b S_{ba}^* S_{ba} = \sum_b T_{ba} = 1 .$$

The first sum runs over transmissions into lead $a$, the second over transmissions out of it. If all occupations equal $c$, then

$$J_a = c(1-c)\Bigl(\sum_b T_{ba} - \sum_b T_{ab}\Bigr) = c(1-c)(1-1) = 0 .$$

**Two leads.** The sum rules for lead 0 read $T_{00} + T_{01} = 1$ and $T_{00} + T_{10} = 1$. Hence $T_{01} = T_{10}$. The transmission matrix is symmetric, and the excess vanishes at both leads.

**Three leads.** The cyclic matrix is

$$S = \begin{pmatrix} 0&0&1\\ 1&0&0\\ 0&1&0 \end{pmatrix}.$$

Its rows are orthonormal, so it is unitary. The only nonzero transmissions are $T_{02} = T_{10} = T_{21} = 1$. With labels taken modulo 3, lead $a$ receives from lead $a+2$ and sends to lead $a+1$. In the sum for the excess, $b=a+2$ contributes $f_{a+2}$, $b=a+1$ contributes $-f_{a+1}$, and $b=a$ contributes nothing. Therefore

$$J_a - I_a = f_a\,(f_{a+2} - f_{a+1}).$$

If the occupations are positive, the first factor is nonzero. If they are distinct, so is the second.

## Definitions and theorems in Lean

The following Lean 4 file uses Mathlib and contains the definitions, the theorems and their proofs.

```lean
import Mathlib

open Matrix

namespace LandauerBlocking

noncomputable section

variable {n : Type*} [Fintype n]

/-- The transmission probability `T_ab = |S_ab|²` from lead `b` to lead `a`. -/
def transmission (S : Matrix n n ℂ) (a b : n) : ℝ := ‖S a b‖ ^ 2

/-- The current leaving reservoir `a` at one energy, without blocking factors:
`∑_b (T_ba f_a - T_ab f_b)`. -/
def landauerCurrent (S : Matrix n n ℂ) (f : n → ℝ) (a : n) : ℝ :=
  ∑ b, (transmission S b a * f a - transmission S a b * f b)

/-- The current leaving reservoir `a` at one energy, with each process weighted by the vacancy of
the reservoir at which it ends: `∑_b (T_ba f_a (1 - f_b) - T_ab f_b (1 - f_a))`. -/
def blockedCurrent (S : Matrix n n ℂ) (f : n → ℝ) (a : n) : ℝ :=
  ∑ b, (transmission S b a * f a * (1 - f b) - transmission S a b * f b * (1 - f a))

/-- The blocking factors change the current at lead `a` by `f_a ∑_b (T_ab - T_ba) f_b`. -/
theorem blocking_excess (S : Matrix n n ℂ) (f : n → ℝ) (a : n) :
    blockedCurrent S f a - landauerCurrent S f a =
      f a * ∑ b, (transmission S a b - transmission S b a) * f b := by
  unfold blockedCurrent landauerCurrent
  rw [← Finset.sum_sub_distrib, Finset.mul_sum]
  refine Finset.sum_congr rfl fun b _ => ?_
  ring

/-- The currents with and without blocking factors agree at every lead, for all occupations
between 0 and 1, exactly when the transmissions are symmetric, `T_ab = T_ba`. -/
theorem blocking_irrelevant_iff (S : Matrix n n ℂ) :
    (∀ f : n → ℝ, (∀ a, 0 ≤ f a ∧ f a ≤ 1) →
      ∀ a, blockedCurrent S f a = landauerCurrent S f a) ↔
    ∀ a b, transmission S a b = transmission S b a := by
  classical
  constructor
  · intro h a b
    -- fill leads `a` and `b` only, and look at the current in lead `a`
    have hf := h (fun c => if c = a ∨ c = b then (1 : ℝ) else 0)
      (fun c => by split_ifs <;> norm_num) a
    have key := blocking_excess S (fun c => if c = a ∨ c = b then (1 : ℝ) else 0) a
    rw [hf, sub_self, Finset.sum_eq_single b] at key
    · simp only [eq_self, true_or, or_true, if_true, one_mul, mul_one] at key
      linarith
    · intro c _ hcb
      by_cases hca : c = a
      · rw [hca, sub_self, zero_mul]
      · simp [hca, hcb]
    · intro hb
      exact absurd (Finset.mem_univ b) hb
  · intro h f _ a
    have key := blocking_excess S f a
    have hz : ∑ b, (transmission S a b - transmission S b a) * f b = 0 :=
      Finset.sum_eq_zero fun b _ => by rw [h a b, sub_self, zero_mul]
    rw [hz, mul_zero] at key
    linarith

/-- For a unitary scattering matrix the transmissions into each lead sum to one, and so do
the transmissions out of each lead. -/
theorem transmission_sum_rules [DecidableEq n] {S : Matrix n n ℂ}
    (hS : S ∈ Matrix.unitaryGroup n ℂ) (a : n) :
    ∑ b, transmission S a b = 1 ∧ ∑ b, transmission S b a = 1 := by
  have hz : ∀ z : ℂ, ((‖z‖ ^ 2 : ℝ) : ℂ) = z * star z := fun z => by
    rw [← Complex.normSq_eq_norm_sq]
    exact (Complex.mul_conj z).symm
  constructor
  · -- diagonal entry of `S S† = 1`
    have h := congrFun (congrFun (Matrix.mem_unitaryGroup_iff.mp hS) a) a
    simp only [Matrix.mul_apply, Matrix.star_apply, Matrix.one_apply_eq] at h
    apply Complex.ofReal_injective
    rw [Complex.ofReal_sum, Complex.ofReal_one]
    exact (Finset.sum_congr rfl fun b _ => hz (S a b)).trans h
  · -- diagonal entry of `S† S = 1`
    have h := congrFun (congrFun (Matrix.mem_unitaryGroup_iff'.mp hS) a) a
    simp only [Matrix.mul_apply, Matrix.star_apply, Matrix.one_apply_eq] at h
    apply Complex.ofReal_injective
    rw [Complex.ofReal_sum, Complex.ofReal_one]
    exact (Finset.sum_congr rfl fun b _ => (hz (S b a)).trans (mul_comm _ _)).trans h

/-- For a unitary scattering matrix and equal occupations in all reservoirs, the current
with blocking factors vanishes at every lead. -/
theorem blockedCurrent_equilibrium [DecidableEq n] {S : Matrix n n ℂ}
    (hS : S ∈ Matrix.unitaryGroup n ℂ) (c : ℝ) (a : n) :
    blockedCurrent S (fun _ => c) a = 0 := by
  obtain ⟨hin, hout⟩ := transmission_sum_rules hS a
  have h : blockedCurrent S (fun _ => c) a =
      c * (1 - c) * (∑ b, transmission S b a - ∑ b, transmission S a b) := by
    unfold blockedCurrent
    rw [← Finset.sum_sub_distrib, Finset.mul_sum]
    refine Finset.sum_congr rfl fun b _ => ?_
    ring
  rw [h, hin, hout, sub_self, mul_zero]

/-- For two leads and any unitary scattering matrix, the currents with and without blocking
factors agree at both leads for all occupations. -/
theorem two_lead_blocking_cancels {S : Matrix (Fin 2) (Fin 2) ℂ}
    (hS : S ∈ Matrix.unitaryGroup (Fin 2) ℂ) (f : Fin 2 → ℝ) (a : Fin 2) :
    blockedCurrent S f a = landauerCurrent S f a := by
  -- the first row and the first column of `T` have the same sum
  obtain ⟨hrow, hcol⟩ := transmission_sum_rules hS 0
  rw [Fin.sum_univ_two] at hrow hcol
  have hT : transmission S 0 1 = transmission S 1 0 := by linarith
  have key := blocking_excess S f a
  have hz : ∑ b, (transmission S a b - transmission S b a) * f b = 0 := by
    rw [Fin.sum_univ_two]
    fin_cases a <;> simp [hT]
  rw [hz, mul_zero] at key
  linarith

/-- The cyclic three-lead scattering matrix, which sends lead 0 to 1, 1 to 2 and 2 to 0. -/
def cyclicS : Matrix (Fin 3) (Fin 3) ℂ := !![0, 0, 1; 1, 0, 0; 0, 1, 0]

/-- The cyclic three-lead scattering matrix is unitary. -/
theorem cyclicS_unitary : cyclicS ∈ Matrix.unitaryGroup (Fin 3) ℂ := by
  rw [Matrix.mem_unitaryGroup_iff]
  ext i j
  fin_cases i <;> fin_cases j <;>
    simp [cyclicS, Matrix.mul_apply, Matrix.star_apply, Fin.sum_univ_three]

/-- For the cyclic scattering matrix the blocking factors change the current at lead `a` by
`f_a (f_{a+2} - f_{a+1})`, with lead labels taken modulo 3. -/
theorem cyclic_excess (f : Fin 3 → ℝ) (a : Fin 3) :
    blockedCurrent cyclicS f a - landauerCurrent cyclicS f a =
      f a * (f (a + 2) - f (a + 1)) := by
  have h0 : ∑ b, (transmission cyclicS 0 b - transmission cyclicS b 0) * f b = f 2 - f 1 := by
    rw [Fin.sum_univ_three]
    simp [transmission, cyclicS]
    ring
  have h1 : ∑ b, (transmission cyclicS 1 b - transmission cyclicS b 1) * f b = f 0 - f 2 := by
    rw [Fin.sum_univ_three]
    simp [transmission, cyclicS]
    ring
  have h2 : ∑ b, (transmission cyclicS 2 b - transmission cyclicS b 2) * f b = f 1 - f 0 := by
    rw [Fin.sum_univ_three]
    simp [transmission, cyclicS]
    ring
  rw [blocking_excess]
  refine congrArg (fun x => f a * x) ?_
  fin_cases a
  · exact h0
  · exact h1
  · exact h2

/-- For the cyclic scattering matrix and distinct, positive occupations, the currents with
and without blocking factors differ at every lead. -/
theorem cyclic_blocking_matters (f : Fin 3 → ℝ) (hf : Function.Injective f)
    (hpos : ∀ a, 0 < f a) (a : Fin 3) :
    blockedCurrent cyclicS f a ≠ landauerCurrent cyclicS f a := by
  intro h
  have key := cyclic_excess f a
  rw [h, sub_self] at key
  have hne : ∀ c : Fin 3, c + 2 ≠ c + 1 := by decide
  rcases mul_eq_zero.mp key.symm with h0 | h0
  · exact (hpos a).ne' h0
  · exact hne a (hf (sub_eq_zero.mp h0))

end

end LandauerBlocking
```

```lean
#print axioms LandauerBlocking.blockedCurrent_equilibrium
-- 'LandauerBlocking.blockedCurrent_equilibrium' depends on axioms: [propext, Classical.choice, Quot.sound]
#print axioms LandauerBlocking.two_lead_blocking_cancels
-- 'LandauerBlocking.two_lead_blocking_cancels' depends on axioms: [propext, Classical.choice, Quot.sound]
#print axioms LandauerBlocking.cyclicS_unitary
-- 'LandauerBlocking.cyclicS_unitary' depends on axioms: [propext, Classical.choice, Quot.sound]
#print axioms LandauerBlocking.cyclic_blocking_matters
-- 'LandauerBlocking.cyclic_blocking_matters' depends on axioms: [propext, Classical.choice, Quot.sound]
```

## The Lean statements in terms of leads and currents

The type `n` is the set of leads, and `Fintype n` makes it finite. A scattering matrix is an element of `Matrix n n ℂ`, and the occupations are a function `f : n → ℝ`. The function `transmission S a b` is $T_{ab}$, with the destination first. `landauerCurrent S f a` is $I_a$ and `blockedCurrent S f a` is $J_a$, each defined directly by its sum.

Unitarity is the hypothesis `S ∈ Matrix.unitaryGroup n ℂ`. Physically, it says that every particle entering the scatterer leaves through one of the listed leads, with no absorption and no unlisted exit. It is assumed in `transmission_sum_rules`, `blockedCurrent_equilibrium` and `two_lead_blocking_cancels`. For the cyclic matrix it is proved, in `cyclicS_unitary`. The general identity `blocking_excess` and the equivalence `blocking_irrelevant_iff` hold without it.

Occupations are restricted to the interval from 0 to 1 only in `blocking_irrelevant_iff`. This makes the direction from agreement to symmetry stronger, since physically allowed occupations are enough to detect an asymmetry.

In `cyclic_blocking_matters`, `Function.Injective f` says that no two leads have the same occupation, and `hpos` says that every occupation is positive. Fermi functions at nonzero temperature are always positive, so for such reservoirs only distinctness has to be checked. At zero temperature, away from the Fermi levels, every occupation is 0 or 1. Three leads then cannot all differ, so this theorem does not apply, but `cyclic_excess` still gives the difference between the currents.

## One energy, one channel, given currents

The theorems compare two given expressions; the argument above for preferring $I_a$ in coherent transport is physics that the file does not formalise. Interactions, inelastic scattering and dephasing are absent from the model.

Everything is stated at a single energy. Agreement at every energy carries over to the integrated current. A difference at one energy need not: if the reservoirs have different temperatures, $f_{a+2} - f_{a+1}$ can change sign with energy, and contributions to the integral may cancel.

The numbers are real and complex numbers, not floating-point ones. A computed $2\times 2$ matrix is usually unitary only to within a tolerance. The general identity then gives the size of the disagreement, apart from rounding in the currents themselves: it is $f_0 f_1 |T_{01} - T_{10}|$ at either lead.

## From the algebra to the Lean proofs

`blocking_excess` combines the two sums into one with `Finset.sum_sub_distrib` and moves the factor $f_a$ inside with `Finset.mul_sum`. It then compares the sums term by term, where `ring` carries out the expansion done by hand above.

In `blocking_irrelevant_iff`, the function that is 1 on leads `a` and `b` and 0 elsewhere is the test occupation from the derivation. `Finset.sum_eq_single b` reduces the sum to its term at `b`. The accompanying case distinction removes the term at `a`, where the difference is zero, and the terms at empty leads. In the other direction, symmetry makes each summand zero.

`transmission_sum_rules` reads off the diagonal entries of the two unitarity equations. The auxiliary statement `hz` identifies $|z|^2$ with $z z^*$. Since the matrix equations are complex and the transmissions real, `Complex.ofReal_injective` brings the result back to the real numbers.

`blockedCurrent_equilibrium` factors out $c(1-c)$ and inserts both sum rules. `two_lead_blocking_cancels` applies the sum rules to lead 0, obtains $T_{01} = T_{10}$ with `linarith`, and checks the excess at each of the two leads.

For three leads, `cyclicS_unitary` checks all nine entries of $SS^\dagger$. In `cyclic_excess`, the statements `h0`, `h1` and `h2` evaluate the sum for leads 0, 1 and 2. Addition in `Fin 3` is modulo 3, so `a + 2` and `a + 1` are the source and the destination found above. Finally, `cyclic_blocking_matters` assumes that the currents are equal, which makes the product $f_a(f_{a+2} - f_{a+1})$ zero. A zero first factor contradicts positivity; a zero second factor contradicts distinctness, because $a+2$ and $a+1$ are different leads.

## Leads with several channels

A model closer to many transport codes would give lead $a$ a number $N_a$ of channels and define $T_{ab}$ as the sum of $|S_{ai,bj}|^2$ over the channels $i$ of lead $a$ and $j$ of lead $b$. The formula for the excess would keep its form, but the sum rules would give $N_a$ in place of 1. For two leads, $T_{00} + T_{01} = N_0 = T_{00} + T_{10}$ would again force $T_{01} = T_{10}$, even with different numbers of channels in the two leads.

The symmetry condition would then concern these summed transmissions. Individual channel-to-channel probabilities could be asymmetric without affecting the comparison, because all channels of a lead share one occupation.
